# For n ≥ 1, cutting the Chebyshev expansion of xⁿ at degree m costs at most 2 exp(−m²/(2n)) on [−1, 1]

Let $T_j$ be the Chebyshev polynomial defined by $T_j(\cos\theta)=\cos(j\theta)$. Squaring a cosine gives

$$\cos^2\theta=\left(\frac{e^{i\theta}+e^{-i\theta}}{2}\right)^2=\tfrac14e^{2i\theta}+\tfrac24+\tfrac14e^{-2i\theta},\qquad\text{so}\qquad x^2=\tfrac12T_0(x)+\tfrac12T_2(x).$$

If $T_2$ is dropped, the error on $[-1,1]$ is at most its weight, $\tfrac12$, because a cosine never exceeds 1 in modulus. At $x=1$ the error is exactly $\tfrac12$.

For a general power $n$ the weights are $w_k=2^{-n}\binom nk$, attached to $T_{|n-2k|}$. They are also the probabilities that $n$ fair steps of $\pm1$ end at $n-2k$. Such a walk typically ends within a distance of order $\sqrt n$, so for large $n$ most of the weight sits on degrees far below $n$.

## The truncated polynomial and the weight it discards

```lean
import Mathlib

open Polynomial

namespace ChebyshevMonomialTruncation

noncomputable section
```

The file loads Mathlib, and `open Polynomial` makes available the notation `ℝ[X]` for polynomials with real coefficients.

```lean
/-- The Chebyshev expansion of the monomial `x ^ n` with binomial weights, keeping only the
Chebyshev polynomials of degree at most `m`. -/
def truncation (n m : ℕ) : ℝ[X] :=
  ∑ k ∈ (Finset.range (n + 1)).filter (fun k : ℕ => |(n : ℤ) - 2 * k| ≤ m),
    C ((n.choose k : ℝ) / 2 ^ n) * Chebyshev.T ℝ |(n : ℤ) - 2 * k|
```

This defines

$$p_{n,m}(x)=\sum_{\substack{0\le k\le n\\ |n-2k|\le m}}2^{-n}\binom nk\,T_{|n-2k|}(x).$$

`Finset.range (n + 1)` is the set $0,\dots,n$, `filter` keeps the indices that satisfy the condition, and `C` turns a number into a constant polynomial. The annotation `(n : ℤ)` makes the subtraction take place in the integers, where $n-2k$ may be negative.

```lean
/-- The total binomial weight of the Chebyshev polynomials of degree larger than `m`. -/
def tailWeight (n m : ℕ) : ℝ :=
  ∑ k ∈ (Finset.range (n + 1)).filter (fun k : ℕ => ¬ |(n : ℤ) - 2 * k| ≤ m),
    (n.choose k : ℝ) / 2 ^ n
```

`tailWeight n m` is $W_{n,m}=\sum_{|n-2k|>m}w_k$, the probability that the walk ends farther than $m$ from its start. The symbol `¬` means "not".

```lean
/-- The truncated expansion is a polynomial of degree at most `m`. -/
theorem natDegree_truncation_le (n m : ℕ) : (truncation n m).natDegree ≤ m := by
  refine Polynomial.natDegree_sum_le_of_forall_le _ _ ?_
  intro k hk
  have h := (Finset.mem_filter.mp hk).2
  refine (Polynomial.natDegree_C_mul_le _ _).trans ?_
  rw [Chebyshev.natDegree_T]
  have h0 := abs_nonneg ((n : ℤ) - 2 * k)
  generalize |(n : ℤ) - 2 * k| = a at h h0 ⊢
  omega
```

The polynomial $p_{n,m}$ has degree at most $m$. Each term kept has degree $|n-2k|\le m$, and a sum has no higher degree than its terms. The tactic `omega` settles the final integer inequality.

## The error is a sum of discarded cosines

```lean
/-- At `x = cos θ` the truncation error is the weighted sum of the discarded cosines. -/
theorem cos_pow_sub_truncation (n m : ℕ) (θ : ℝ) :
    Real.cos θ ^ n - (truncation n m).eval (Real.cos θ) =
      ∑ k ∈ (Finset.range (n + 1)).filter (fun k : ℕ => ¬ |(n : ℤ) - 2 * k| ≤ m),
        (n.choose k : ℝ) / 2 ^ n * Real.cos (((n : ℝ) - 2 * k) * θ) := by
  -- binomial theorem for the two exponentials in the cosine
  have h : ((Real.cos θ : ℝ) : ℂ) ^ n = ∑ k ∈ Finset.range (n + 1),
      (((n.choose k : ℝ) / 2 ^ n : ℝ) : ℂ) *
        Complex.exp (((((n : ℝ) - 2 * k) * θ : ℝ) : ℂ) * Complex.I) := by
    rw [Complex.ofReal_cos, Complex.cos, div_pow,
      add_comm (Complex.exp _) (Complex.exp _), add_pow, Finset.sum_div]
    refine Finset.sum_congr rfl fun k hk => ?_
    have hk' : k ≤ n := Nat.lt_succ_iff.mp (Finset.mem_range.mp hk)
    have e : Complex.exp (-(θ : ℂ) * Complex.I) ^ k *
        Complex.exp ((θ : ℂ) * Complex.I) ^ (n - k) =
        Complex.exp (((((n : ℝ) - 2 * k) * θ : ℝ) : ℂ) * Complex.I) := by
      rw [← Complex.exp_nat_mul, ← Complex.exp_nat_mul, ← Complex.exp_add]
      congr 1
      push_cast [Nat.cast_sub hk']
      ring
    rw [e]
    push_cast
    ring
  have hre := congrArg Complex.re h
  simp only [← Complex.ofReal_pow, Complex.ofReal_re, Complex.re_sum,
    Complex.re_ofReal_mul, Complex.exp_ofReal_mul_I_re] at hre
  -- the kept part is the truncated polynomial
  have ht : (truncation n m).eval (Real.cos θ) =
      ∑ k ∈ (Finset.range (n + 1)).filter (fun k : ℕ => |(n : ℤ) - 2 * k| ≤ m),
        (n.choose k : ℝ) / 2 ^ n * Real.cos (((n : ℝ) - 2 * k) * θ) := by
    rw [truncation, Polynomial.eval_finsetSum]
    refine Finset.sum_congr rfl fun k _ => ?_
    rw [Polynomial.eval_mul, Polynomial.eval_C, Chebyshev.T_real_cos]
    congr 1
    rcases abs_choice ((n : ℤ) - 2 * k) with h | h
    · rw [h]
      simp
    · rw [h, ← Real.cos_neg]
      congr 1
      push_cast
      ring
  rw [hre, ht, ← Finset.sum_filter_add_sum_filter_not (Finset.range (n + 1))
    (fun k : ℕ => |(n : ℤ) - 2 * k| ≤ m)]
  ring
```

The theorem states, for every real $\theta$,

$$\cos^n\theta-p_{n,m}(\cos\theta)=\sum_{|n-2k|>m}w_k\cos((n-2k)\theta).$$

By hand, the binomial theorem gives

$$\cos^n\theta=2^{-n}\sum_{k=0}^n\binom nk e^{-ik\theta}e^{i(n-k)\theta}=\sum_{k=0}^n w_k\,e^{i(n-2k)\theta}.$$

This is `h` in the proof. Taking real parts replaces each exponential by $\cos((n-2k)\theta)$, which is `hre`. Since cosine is even, $\cos((n-2k)\theta)=T_{|n-2k|}(\cos\theta)$, so the terms with $|n-2k|\le m$ add up to $p_{n,m}(\cos\theta)$; this is `ht`. Subtracting them leaves the discarded terms.

```lean
/-- On `[-1, 1]` the truncation error is at most the discarded binomial weight. -/
theorem abs_error_le_tailWeight (n m : ℕ) {x : ℝ} (hx : x ∈ Set.Icc (-1 : ℝ) 1) :
    |x ^ n - (truncation n m).eval x| ≤ tailWeight n m := by
  have h := cos_pow_sub_truncation n m (Real.arccos x)
  rw [Real.cos_arccos hx.1 hx.2] at h
  rw [h, tailWeight]
  refine (Finset.abs_sum_le_sum_abs _ _).trans (Finset.sum_le_sum fun k _ => ?_)
  have hw : (0 : ℝ) ≤ (n.choose k : ℝ) / 2 ^ n := by positivity
  rw [abs_mul, abs_of_nonneg hw]
  exact mul_le_of_le_one_right hw (Real.abs_cos_le_one _)
```

For $x\in[-1,1]$, written `Set.Icc (-1 : ℝ) 1`, put $\theta=\arccos x$. The triangle inequality and $|\cos|\le1$ then give

$$|x^n-p_{n,m}(x)|\le\sum_{|n-2k|>m}w_k=W_{n,m}.$$

```lean
/-- At `x = 1` the truncation error equals the discarded binomial weight. -/
theorem error_at_one (n m : ℕ) : 1 - (truncation n m).eval 1 = tailWeight n m := by
  have h := cos_pow_sub_truncation n m 0
  simp only [Real.cos_zero, one_pow, mul_zero, mul_one] at h
  exact h
```

At $\theta=0$ every cosine equals 1, so the error at $x=1$ is exactly $W_{n,m}$. The previous bound is therefore the best possible uniform one for this polynomial.

## A Chernoff bound on the tail

```lean
/-- Chernoff bound for the discarded binomial weight, with a free parameter `t ≥ 0`. -/
theorem tailWeight_le (n m : ℕ) {t : ℝ} (ht : 0 ≤ t) :
    tailWeight n m ≤ 2 * Real.exp (n * t ^ 2 / 2 - t * m) := by
  -- the generating function of the binomial weights
  have gen : ∀ s : ℝ, ∑ k ∈ Finset.range (n + 1),
      (n.choose k : ℝ) / 2 ^ n * Real.exp (s * ((n : ℝ) - 2 * k)) = Real.cosh s ^ n := by
    intro s
    rw [Real.cosh_eq, div_pow, add_comm (Real.exp _) (Real.exp _), add_pow, Finset.sum_div]
    refine Finset.sum_congr rfl fun k hk => ?_
    have hk' : k ≤ n := Nat.lt_succ_iff.mp (Finset.mem_range.mp hk)
    have e : Real.exp (-s) ^ k * Real.exp s ^ (n - k) =
        Real.exp (s * ((n : ℝ) - 2 * k)) := by
      rw [← Real.exp_nat_mul, ← Real.exp_nat_mul, ← Real.exp_add]
      congr 1
      push_cast [Nat.cast_sub hk']
      ring
    rw [e]
    ring
  have hcosh : Real.cosh t ^ n ≤ Real.exp (n * t ^ 2 / 2) := by
    calc Real.cosh t ^ n ≤ Real.exp (t ^ 2 / 2) ^ n :=
          pow_le_pow_left₀ (Real.cosh_pos t).le (Real.cosh_le_exp_half_sq t) n
      _ = Real.exp (n * t ^ 2 / 2) := by
          rw [← Real.exp_nat_mul]
          congr 1
          ring
  calc tailWeight n m
      ≤ ∑ k ∈ (Finset.range (n + 1)).filter (fun k : ℕ => ¬ |(n : ℤ) - 2 * k| ≤ m),
          (n.choose k : ℝ) / 2 ^ n * (Real.exp (-(t * m)) *
            (Real.exp (t * ((n : ℝ) - 2 * k)) + Real.exp (-t * ((n : ℝ) - 2 * k)))) := by
        refine Finset.sum_le_sum fun k hk => ?_
        have h1 : (m : ℤ) < |(n : ℤ) - 2 * k| := not_le.mp (Finset.mem_filter.mp hk).2
        have h2 : (m : ℝ) < |(n : ℝ) - 2 * k| := by exact_mod_cast h1
        refine le_mul_of_one_le_right (by positivity) ?_
        rw [mul_add, ← Real.exp_add, ← Real.exp_add]
        rcases lt_abs.mp h2 with h | h
        · have h3 : 1 ≤ Real.exp (-(t * m) + t * ((n : ℝ) - 2 * k)) :=
            Real.one_le_exp (by nlinarith [mul_le_mul_of_nonneg_left h.le ht])
          linarith [Real.exp_pos (-(t * m) + -t * ((n : ℝ) - 2 * k))]
        · have h3 : 1 ≤ Real.exp (-(t * m) + -t * ((n : ℝ) - 2 * k)) :=
            Real.one_le_exp (by nlinarith [mul_le_mul_of_nonneg_left h.le ht])
          linarith [Real.exp_pos (-(t * m) + t * ((n : ℝ) - 2 * k))]
    _ ≤ ∑ k ∈ Finset.range (n + 1),
          (n.choose k : ℝ) / 2 ^ n * (Real.exp (-(t * m)) *
            (Real.exp (t * ((n : ℝ) - 2 * k)) + Real.exp (-t * ((n : ℝ) - 2 * k)))) :=
        Finset.sum_le_sum_of_subset_of_nonneg (Finset.filter_subset _ _)
          fun k _ _ => by positivity
    _ = Real.exp (-(t * m)) * (Real.cosh t ^ n + Real.cosh (-t) ^ n) := by
        rw [← gen t, ← gen (-t), ← Finset.sum_add_distrib, Finset.mul_sum]
        exact Finset.sum_congr rfl fun k _ => by ring
    _ ≤ Real.exp (-(t * m)) * (2 * Real.exp (n * t ^ 2 / 2)) := by
        rw [Real.cosh_neg]
        exact mul_le_mul_of_nonneg_left (by linarith) (Real.exp_pos _).le
    _ = 2 * Real.exp (n * t ^ 2 / 2 - t * m) := by
        rw [sub_eq_add_neg, Real.exp_add]
        ring
```

For every $t\ge0$ the claim is $W_{n,m}\le2\exp(nt^2/2-tm)$. The derivation has three ingredients.

First, the binomial theorem with real exponentials gives, for every real $s$,

$$\sum_{k=0}^n w_k\,e^{s(n-2k)}=\left(\frac{e^s+e^{-s}}2\right)^n=\cosh^n s.$$

This is `gen`. Second, if $|n-2k|>m$, then one of $\pm(n-2k)$ exceeds $m$, so

$$1\le e^{-tm}\left(e^{t(n-2k)}+e^{-t(n-2k)}\right).$$

Third, $\cosh t\le e^{t^2/2}$: the two series have terms $t^{2j}/(2j)!$ and $t^{2j}/(2^jj!)$, and $(2j)!\ge2^jj!$. Raised to the power $n$, this is `hcosh`.

The closing `calc` block chains them. It multiplies each discarded weight by a factor that is at least 1, extends the sum to all $k$ (the added terms are nonnegative), and evaluates it:

$$W_{n,m}\le e^{-tm}\left(\cosh^n t+\cosh^n(-t)\right)=2e^{-tm}\cosh^n t\le2e^{nt^2/2-tm}.$$

```lean
/-- For `n ≥ 1` and `x ∈ [-1, 1]`, the Chebyshev expansion of `x ^ n` truncated at degree `m`
has error at most `2 exp (-m² / (2n))`. -/
theorem monomial_truncation_error (n : ℕ+) (m : ℕ) {x : ℝ} (hx : x ∈ Set.Icc (-1 : ℝ) 1) :
    |x ^ (n : ℕ) - (truncation n m).eval x| ≤
      2 * Real.exp (-(m : ℝ) ^ 2 / (2 * ((n : ℕ) : ℝ))) := by
  have hn : (0 : ℝ) < ((n : ℕ) : ℝ) := Nat.cast_pos.mpr n.pos
  -- the optimal Chernoff parameter is `m / n`
  have h := tailWeight_le n m (t := (m : ℝ) / ((n : ℕ) : ℝ)) (by positivity)
  have e : ((n : ℕ) : ℝ) * ((m : ℝ) / ((n : ℕ) : ℝ)) ^ 2 / 2 - (m : ℝ) / ((n : ℕ) : ℝ) * m =
      -(m : ℝ) ^ 2 / (2 * ((n : ℕ) : ℝ)) := by
    field_simp
    ring
  rw [e] at h
  exact (abs_error_le_tailWeight n m hx).trans h
```

This is the main bound: for $n\ge1$, any natural $m$ and $x\in[-1,1]$,

$$|x^n-p_{n,m}(x)|\le2e^{-m^2/(2n)}.$$

The type `ℕ+` of positive integers encodes $n\ge1$, and `(n : ℕ)` reads such an $n$ as an ordinary natural number. The exponent $nt^2/2-tm$ is smallest where its derivative $nt-m$ vanishes. At $t=m/n$ it equals

$$\frac{m^2}{2n}-\frac{m^2}{n}=-\frac{m^2}{2n},$$

which is the identity `e`. Combining this with the tail-weight bound finishes the proof.

Take $n=10$ and $m=6$. The expansion is

$$x^{10}=\tfrac1{512}\left(126\,T_0+210\,T_2+120\,T_4+45\,T_6+10\,T_8+T_{10}\right).$$

Cutting after $T_6$ discards the weight $11/512\approx0.021$, which is the largest error on the interval. The exponential bound gives $2e^{-1.8}\approx0.33$: valid, but far from tight at this size.

## The degree needed for a given accuracy

```lean
/-- Truncation at any degree `m ≥ √(2 n log (2/ε))` approximates `x ^ n` on `[-1, 1]` to
accuracy `ε`. -/
theorem sqrt_degree_suffices (n : ℕ+) (m : ℕ) {ε : ℝ} (hε : 0 < ε)
    (hm : √(2 * ((n : ℕ) : ℝ) * Real.log (2 / ε)) ≤ m) {x : ℝ}
    (hx : x ∈ Set.Icc (-1 : ℝ) 1) :
    |x ^ (n : ℕ) - (truncation n m).eval x| ≤ ε := by
  have hn : (0 : ℝ) < ((n : ℕ) : ℝ) := Nat.cast_pos.mpr n.pos
  have h1 := (Real.sqrt_le_iff.mp hm).2
  have h2 : Real.log (2 / ε) ≤ (m : ℝ) ^ 2 / (2 * ((n : ℕ) : ℝ)) := by
    rw [le_div_iff₀ (by positivity)]
    linarith
  have h3 : Real.exp (-(m : ℝ) ^ 2 / (2 * ((n : ℕ) : ℝ))) ≤ ε / 2 := by
    calc Real.exp (-(m : ℝ) ^ 2 / (2 * ((n : ℕ) : ℝ))) ≤ Real.exp (-Real.log (2 / ε)) :=
          Real.exp_le_exp.mpr (by rw [neg_div]; linarith)
      _ = ε / 2 := by rw [Real.exp_neg, Real.exp_log (by positivity), inv_div]
  linarith [monomial_truncation_error n m hx]
```

For $\varepsilon>0$, any $m\ge\sqrt{2n\log(2/\varepsilon)}$ gives an error of at most $\varepsilon$. Squaring the hypothesis yields $\log(2/\varepsilon)\le m^2/(2n)$, which is `h2`. Hence

$$2e^{-m^2/(2n)}\le2e^{-\log(2/\varepsilon)}=\varepsilon.$$

For $\varepsilon>2$ the logarithm is negative and Lean's square root returns 0. The hypothesis then holds for every $m$, and the conclusion is still true because the exponential bound never exceeds 2. At fixed $\varepsilon<2$ the sufficient degree grows like $\sqrt n$. The theorem gives no lower bound on the degree that other polynomials would need.

## From numbers to a Hamiltonian

```lean
variable {V : Type*} [NormedAddCommGroup V] [InnerProductSpace ℂ V] [FiniteDimensional ℂ V]

/-- If a real polynomial is bounded by `δ` on `[-1, 1]`, then applied to a Hamiltonian with
spectrum in `[-1, 1]` it stretches no state by more than the factor `δ`. -/
theorem norm_aeval_le {H : Module.End ℂ V} (hH : LinearMap.IsSymmetric H)
    (hE : ∀ E : ℝ, H.HasEigenvalue (E : ℂ) → E ∈ Set.Icc (-1 : ℝ) 1)
    {q : ℝ[X]} {δ : ℝ} (hq : ∀ x ∈ Set.Icc (-1 : ℝ) 1, |q.eval x| ≤ δ) (ψ : V) :
    ‖aeval H (q.map (algebraMap ℝ ℂ)) ψ‖ ≤ δ * ‖ψ‖ := by
  have hδ : 0 ≤ δ := (abs_nonneg _).trans (hq 0 (by norm_num))
  let b := hH.eigenvectorBasis rfl
  let e := hH.eigenvalues rfl
  have hev : ∀ i, H.HasEigenvector ((e i : ℝ) : ℂ) (b i) :=
    fun i => hH.hasEigenvector_eigenvectorBasis rfl i
  have hA : ∀ i, aeval H (q.map (algebraMap ℝ ℂ)) (b i) =
      ((q.eval (e i) : ℝ) : ℂ) • b i := by
    intro i
    rw [Module.End.aeval_apply_of_hasEigenvector (hev i), Polynomial.eval_map]
    congr 1
    exact Polynomial.eval₂_at_apply (algebraMap ℝ ℂ) (e i)
  -- expand the state in the energy eigenbasis
  have hsum : aeval H (q.map (algebraMap ℝ ℂ)) ψ =
      ∑ j, (((q.eval (e j) : ℝ) : ℂ) * inner ℂ (b j) ψ) • b j := by
    conv_lhs => rw [← b.sum_repr' ψ]
    rw [_root_.map_sum]
    refine Finset.sum_congr rfl fun j _ => ?_
    rw [_root_.map_smul, hA, smul_smul, mul_comm]
  have hc : ∀ i, inner ℂ (b i) (aeval H (q.map (algebraMap ℝ ℂ)) ψ) =
      ((q.eval (e i) : ℝ) : ℂ) * inner ℂ (b i) ψ := by
    intro i
    rw [hsum]
    exact b.orthonormal.inner_right_fintype _ i
  refine (pow_le_pow_iff_left₀ (norm_nonneg _) (by positivity) two_ne_zero).mp ?_
  rw [mul_pow, ← b.sum_sq_norm_inner_right, ← b.sum_sq_norm_inner_right ψ, Finset.mul_sum]
  refine Finset.sum_le_sum fun i _ => ?_
  rw [hc, norm_mul, mul_pow, Complex.norm_real, Real.norm_eq_abs]
  have hi := hq (e i) (hE _ (Module.End.hasEigenvalue_of_hasEigenvector (hev i)))
  gcongr
```

Here `V` is a finite-dimensional complex inner product space and `H : Module.End ℂ V` is a linear operator on it. `LinearMap.IsSymmetric H` says that $\langle H\phi,\psi\rangle=\langle\phi,H\psi\rangle$, so $H$ is Hermitian and its eigenvalues are real. The hypothesis `hE` places them in $[-1,1]$; physically, the energies have already been shifted and rescaled into that interval.

The expression `aeval H (q.map (algebraMap ℝ ℂ))` is $q(H)$, with the real coefficients of $q$ regarded as complex numbers. The theorem says that if $|q(x)|\le\delta$ on $[-1,1]$, then $\|q(H)\psi\|\le\delta\|\psi\|$ for every vector $\psi$.

By hand, choose an orthonormal eigenbasis $b_i$ with $Hb_i=e_ib_i$. Then $q(H)b_i=q(e_i)b_i$, which is `hA`, and expanding $\psi$ gives

$$q(H)\psi=\sum_i q(e_i)\langle b_i,\psi\rangle b_i,$$

which is `hsum`. The components, read off in `hc`, satisfy

$$\|q(H)\psi\|^2=\sum_i|q(e_i)|^2\,|\langle b_i,\psi\rangle|^2\le\delta^2\sum_i|\langle b_i,\psi\rangle|^2=\delta^2\|\psi\|^2.$$

Since $\delta\ge|q(0)|\ge0$, both $\|q(H)\psi\|$ and $\delta\|\psi\|$ are nonnegative, so the squares can be removed.

```lean
/-- For a Hamiltonian with spectrum in `[-1, 1]`, replacing `H ^ n` by its Chebyshev expansion
truncated at degree `m` changes the image of a state `ψ` by at most `2 exp (-m² / (2n)) ‖ψ‖`. -/
theorem hamiltonian_power_truncation_error {H : Module.End ℂ V}
    (hH : LinearMap.IsSymmetric H)
    (hE : ∀ E : ℝ, H.HasEigenvalue (E : ℂ) → E ∈ Set.Icc (-1 : ℝ) 1)
    (n : ℕ+) (m : ℕ) (ψ : V) :
    ‖(H ^ (n : ℕ)) ψ - aeval H ((truncation n m).map (algebraMap ℝ ℂ)) ψ‖ ≤
      2 * Real.exp (-(m : ℝ) ^ 2 / (2 * ((n : ℕ) : ℝ))) * ‖ψ‖ := by
  have h := norm_aeval_le hH hE (q := X ^ (n : ℕ) - truncation n m)
    (δ := 2 * Real.exp (-(m : ℝ) ^ 2 / (2 * ((n : ℕ) : ℝ))))
    (fun x hx => by
      rw [Polynomial.eval_sub, Polynomial.eval_pow, Polynomial.eval_X]
      exact monomial_truncation_error n m hx) ψ
  rw [Polynomial.map_sub, Polynomial.map_pow, Polynomial.map_X, _root_.map_sub,
    _root_.map_pow, Polynomial.aeval_X, LinearMap.sub_apply] at h
  exact h

end

end ChebyshevMonomialTruncation
```

Apply the previous theorem to $q(x)=x^n-p_{n,m}(x)$ with $\delta=2e^{-m^2/(2n)}$:

$$\|H^n\psi-p_{n,m}(H)\psi\|\le2e^{-m^2/(2n)}\|\psi\|.$$

The last `rw` turns $q(H)\psi$ into the difference on the left. For a normalised state the last factor is 1.

In quantum algorithms that build polynomials of a Hamiltonian, this lets a polynomial of degree of order $\sqrt n$ stand in for $H^n$ at fixed absolute accuracy, provided that $H$ acts on a finite-dimensional space and has its spectrum in $[-1,1]$. The error is measured against $\|\psi\|$, not against $\|H^n\psi\|$. If $H^n\psi$ is to be normalised afterwards, as in power iteration, and is itself small, an absolute error bound $\varepsilon\|\psi\|$ guarantees an accurate normalised state when $\varepsilon$ is small compared with $\|H^n\psi\|/\|\psi\|$. The cost of implementing $p_{n,m}(H)$ on a quantum computer is a separate question.

```lean
#print axioms ChebyshevMonomialTruncation.natDegree_truncation_le
-- 'ChebyshevMonomialTruncation.natDegree_truncation_le' depends on axioms: [propext, Classical.choice, Quot.sound]
#print axioms ChebyshevMonomialTruncation.error_at_one
-- 'ChebyshevMonomialTruncation.error_at_one' depends on axioms: [propext, Classical.choice, Quot.sound]
#print axioms ChebyshevMonomialTruncation.sqrt_degree_suffices
-- 'ChebyshevMonomialTruncation.sqrt_degree_suffices' depends on axioms: [propext, Classical.choice, Quot.sound]
#print axioms ChebyshevMonomialTruncation.hamiltonian_power_truncation_error
-- 'ChebyshevMonomialTruncation.hamiltonian_power_truncation_error' depends on axioms: [propext, Classical.choice, Quot.sound]
```
